# With n nonzero A-conjugate directions, n steps solve a positive definite n × n system in exact arithmetic

## Does the solver really never need to revisit a direction?

To get an electrostatic potential from a charge density on a grid, my code solves A x = b by moving x along one direction at a time. It computes a step length, updates x, and never returns to a direction it has used. The justification I know is that, for a real symmetric positive definite n × n matrix A and n nonzero directions with ⟨p_i, A p_j⟩ = 0 whenever i ≠ j, the solution is reached after n steps from any starting vector. I would like to see this argued in full, with a proof that a machine has checked. Are there also cases where all n steps are needed?

## Each step removes one overlap, and conjugacy keeps it removed

Yes to both. Write ⟨u, v⟩ for the real dot product, p_0, ..., p_(n-1) for the directions, x_0 for the starting vector and r_k = b − A x_k for the residual after k steps. The iteration is

x_(k+1) = x_k + α_k p_k, with α_k = ⟨p_k, r_k⟩ / ⟨p_k, A p_k⟩.

The denominator is positive because A is positive definite and p_k is nonzero. Applying A and subtracting from b gives r_(k+1) = r_k − α_k A p_k, so for every i

⟨p_i, r_(k+1)⟩ = ⟨p_i, r_k⟩ − α_k ⟨p_i, A p_k⟩.

Suppose r_k is orthogonal to p_0, ..., p_(k-1); for k = 0 this demands nothing. If i = k, the definition of α_k makes the right-hand side zero. If i < k, the first term vanishes by assumption and the second by conjugacy. By induction, r_k is orthogonal to all k directions used so far, and hence to their span.

The directions are also linearly independent. If Σ_j g_j p_j = 0, applying A and taking the dot product with p_i leaves

g_i ⟨p_i, A p_i⟩ = 0,

so g_i = 0 for each i. Thus n directions span the whole n-dimensional space. The residual r_n lies in that span and is orthogonal to it, so ⟨r_n, r_n⟩ = 0 and A x_n = b.

**When all n steps are needed.** For k < j, the overlap formula with i = j gives ⟨p_j, r_(k+1)⟩ = ⟨p_j, r_k⟩. The overlap with p_j therefore keeps its initial value up to and including r_j. If ⟨p_j, r_0⟩ ≠ 0, none of x_0, ..., x_j solves the system. For n ≥ 1 and j = n − 1, this rules out every iterate before x_n. Such cases exist for any x_0: taking b = A (x_0 + p_0 + ... + p_(n-1)) gives ⟨p_j, r_0⟩ = ⟨p_j, A p_j⟩ > 0 for every j. Each step length α_j is then 1, so none of the n steps can be left out.

**What the intermediate iterates achieve.** Let E(y) = ½⟨y, A y⟩ − ⟨b, y⟩. Expanding E(x_k + w) and using the symmetry of A to combine the two cross terms gives

E(x_k + w) = E(x_k) − ⟨w, r_k⟩ + ½⟨w, A w⟩.

The difference x_k − x_0 is a combination of the first k directions. Any y that also differs from x_0 by such a combination is therefore x_k + w with w in their span. The linear term is then zero and the quadratic term is nonnegative, so E(x_k) ≤ E(y). For the potential problem, each iterate has the lowest value of the discretised functional E that can be reached from x_0 along the directions explored, provided that the finite grid matrix is symmetric and positive definite. E is not the field energy. When A is a discretised −∇·ε∇, with ε the permittivity, and the potential is zero on the boundary, the field energy is ½⟨x, A x⟩ up to a constant factor from units and grid spacing. At the solution, E equals −½⟨x, A x⟩.

## How the Lean definitions describe the solver

A vector is a function `Fin n → ℝ`, `⬝ᵥ` is the dot product and `*ᵥ` applies a matrix to a vector. The hypothesis `A.PosDef` includes symmetry, since Hermitian means symmetric for a real matrix. In the grid problem it says that every nonzero potential has positive field energy, which requires boundary conditions that exclude a free constant shift.

The definitions `residual`, `stepLength` and `iterate` are r_k, α_k and x_k, with the same indices as above. The directions form an infinite sequence `p`, but `ConjugateDirections A p m` constrains only `p 0` to `p (m-1)` when m ≥ 1, and nothing when m = 0. The set `p '' Set.Iio k` contains the first k directions.

The central theorem, `solves_after_n_steps`, says that if `A` is positive definite and the first `n` directions are nonzero and mutually conjugate, then `A *ᵥ iterate A b p x₀ n = b` for every `b` and `x₀`. It takes the directions as given, whereas the conjugate gradient method also constructs them from residuals. The arithmetic is exact and real, so rounding errors and complex Hermitian matrices are not treated.

```lean
import Mathlib

open Matrix

namespace ConjugateDirectionMethod

noncomputable section

variable {n : ℕ}

/-- The residual `b - A x` of a trial solution `x`. -/
def residual (A : Matrix (Fin n) (Fin n) ℝ) (b x : Fin n → ℝ) : Fin n → ℝ :=
  b - A *ᵥ x

/-- The step length `⟨d, b - A x⟩ / ⟨d, A d⟩` along a direction `d`, meant for directions
with `⟨d, A d⟩ ≠ 0`. -/
def stepLength (A : Matrix (Fin n) (Fin n) ℝ) (b d x : Fin n → ℝ) : ℝ :=
  (d ⬝ᵥ residual A b x) / (d ⬝ᵥ A *ᵥ d)

/-- The conjugate-direction iteration started at `x₀`: step `j` moves along `p j` by the step
length. It is meant for directions with `⟨p j, A (p j)⟩ ≠ 0`. -/
def iterate (A : Matrix (Fin n) (Fin n) ℝ) (b : Fin n → ℝ) (p : ℕ → Fin n → ℝ)
    (x₀ : Fin n → ℝ) : ℕ → Fin n → ℝ
  | 0 => x₀
  | j + 1 => iterate A b p x₀ j + stepLength A b (p j) (iterate A b p x₀ j) • p j

/-- The first `m` directions are nonzero and mutually `A`-conjugate. -/
def ConjugateDirections (A : Matrix (Fin n) (Fin n) ℝ) (p : ℕ → Fin n → ℝ) (m : ℕ) : Prop :=
  (∀ i < m, p i ≠ 0) ∧ ∀ i < m, ∀ j < m, i ≠ j → p i ⬝ᵥ A *ᵥ p j = 0

/-- The quadratic energy `½⟨x, A x⟩ - ⟨b, x⟩`. -/
def energy (A : Matrix (Fin n) (Fin n) ℝ) (b x : Fin n → ℝ) : ℝ :=
  1 / 2 * (x ⬝ᵥ A *ᵥ x) - b ⬝ᵥ x

variable {A : Matrix (Fin n) (Fin n) ℝ} {p : ℕ → Fin n → ℝ} {m : ℕ}

/-- A positive definite matrix has positive curvature along every nonzero direction. -/
theorem curvature_pos (hA : A.PosDef) {d : Fin n → ℝ} (hd : d ≠ 0) : 0 < d ⬝ᵥ A *ᵥ d := by
  have h := hA.dotProduct_mulVec_pos hd
  rwa [star_trivial] at h

/-- One step lowers the overlap of the residual with a vector `d` by the step length times `⟨d, A
p_k⟩`. -/
theorem overlap_succ (b x₀ d : Fin n → ℝ) (k : ℕ) :
    d ⬝ᵥ residual A b (iterate A b p x₀ (k + 1)) =
      d ⬝ᵥ residual A b (iterate A b p x₀ k) -
        stepLength A b (p k) (iterate A b p x₀ k) * (d ⬝ᵥ A *ᵥ p k) := by
  simp only [iterate, residual, Matrix.mulVec_add, Matrix.mulVec_smul, dotProduct_sub,
    dotProduct_add, dotProduct_smul, smul_eq_mul]
  ring

/-- For positive definite `A` and nonzero mutually conjugate directions, the residual after `k`
steps is orthogonal to each of the `k` directions already used. -/
theorem residual_orthogonal (hA : A.PosDef) (hp : ConjugateDirections A p m)
    (b x₀ : Fin n → ℝ) {k : ℕ} (hk : k ≤ m) :
    ∀ i < k, p i ⬝ᵥ residual A b (iterate A b p x₀ k) = 0 := by
  induction k with
  | zero => intro i hi; omega
  | succ k ih =>
    intro i hi
    rw [overlap_succ]
    rcases eq_or_ne i k with rfl | hne
    · -- the newest direction: the step length removes the overlap
      have hq := (curvature_pos hA (hp.1 i (by omega))).ne'
      rw [stepLength, div_mul_cancel₀ _ hq, sub_self]
    · -- an older direction: conjugacy protects the overlap already removed
      rw [ih (by omega) i (by omega), hp.2 i (by omega) k (by omega) hne, mul_zero, sub_zero]

/-- For positive definite `A` and nonzero mutually conjugate directions, the residual after `k`
steps is orthogonal to the span of the first `k` directions. -/
theorem residual_orthogonal_span (hA : A.PosDef) (hp : ConjugateDirections A p m)
    (b x₀ : Fin n → ℝ) {k : ℕ} (hk : k ≤ m) {v : Fin n → ℝ}
    (hv : v ∈ Submodule.span ℝ (p '' Set.Iio k)) :
    v ⬝ᵥ residual A b (iterate A b p x₀ k) = 0 := by
  induction hv using Submodule.span_induction with
  | mem v hv =>
    obtain ⟨i, hi, rfl⟩ := hv
    exact residual_orthogonal hA hp b x₀ hk i hi
  | zero => exact zero_dotProduct _
  | add u v _ _ hu hv => rw [add_dotProduct, hu, hv, add_zero]
  | smul c v _ hv => rw [smul_dotProduct, hv, smul_zero]

/-- For positive definite `A`, nonzero mutually conjugate directions are linearly independent. -/
theorem directions_independent (hA : A.PosDef) (hp : ConjugateDirections A p m) :
    LinearIndependent ℝ (fun i : Fin m => p i) := by
  rw [Fintype.linearIndependent_iff]
  intro g hg i
  -- pair the vanishing combination with `A p_i`
  have h : (p i ᵥ* A) ⬝ᵥ (∑ j : Fin m, g j • p j) = 0 := by rw [hg, dotProduct_zero]
  rw [dotProduct_sum, Finset.sum_eq_single i] at h
  · rw [dotProduct_smul, ← Matrix.dotProduct_mulVec, smul_eq_mul] at h
    exact (mul_eq_zero.mp h).resolve_right (curvature_pos hA (hp.1 i i.isLt)).ne'
  · intro j _ hji
    rw [dotProduct_smul, ← Matrix.dotProduct_mulVec,
      hp.2 i i.isLt j j.isLt (fun e => hji (Fin.ext e.symm)), smul_zero]
  · intro hi
    exact absurd (Finset.mem_univ i) hi

/-- Finite termination: for positive definite `A` and `n` nonzero mutually conjugate directions in
dimension `n`, the iteration from any starting vector solves `A x = b` after `n` steps. -/
theorem solves_after_n_steps (hA : A.PosDef) (hp : ConjugateDirections A p n)
    (b x₀ : Fin n → ℝ) : A *ᵥ iterate A b p x₀ n = b := by
  -- the directions span the whole space
  have htop : Submodule.span ℝ (Set.range (fun i : Fin n => p i)) = ⊤ :=
    (directions_independent hA hp).span_eq_top_of_card_eq_finrank' (by simp)
  have hsub : Set.range (fun i : Fin n => p i) ⊆ p '' Set.Iio n := by
    rintro _ ⟨i, rfl⟩
    exact ⟨i, i.isLt, rfl⟩
  -- so the residual is orthogonal to itself
  have hmem : residual A b (iterate A b p x₀ n) ∈ Submodule.span ℝ (p '' Set.Iio n) :=
    Submodule.span_mono hsub (htop ▸ Submodule.mem_top)
  have hzero := dotProduct_self_eq_zero.mp
    (residual_orthogonal_span hA hp b x₀ le_rfl hmem)
  exact (sub_eq_zero.mp hzero).symm

/-- For nonzero mutually conjugate directions, if the initial residual overlaps with the direction
`p j`, then none of the iterates `x_0, ..., x_j` solves the system. -/
theorem not_solved_before (hp : ConjugateDirections A p m) (b x₀ : Fin n → ℝ) {j k : ℕ}
    (hj : j < m) (hover : p j ⬝ᵥ residual A b x₀ ≠ 0) (hk : k ≤ j) :
    A *ᵥ iterate A b p x₀ k ≠ b := by
  -- earlier steps leave the overlap with `p j` unchanged
  have keep : p j ⬝ᵥ residual A b (iterate A b p x₀ k) = p j ⬝ᵥ residual A b x₀ := by
    induction k with
    | zero => rfl
    | succ k ih =>
      rw [overlap_succ, ih (by omega), hp.2 j hj k (by omega) (by omega), mul_zero, sub_zero]
  intro h
  apply hover
  rw [← keep, residual, h, sub_self, dotProduct_zero]

/-- The energy change under a displacement `w` is `½⟨w, A w⟩` minus the overlap of `w` with
the residual, for symmetric `A`. -/
theorem energy_add (hA : A.IsHermitian) (b x w : Fin n → ℝ) :
    energy A b (x + w) = energy A b x - w ⬝ᵥ residual A b x + 1 / 2 * (w ⬝ᵥ A *ᵥ w) := by
  have hT : Aᵀ = A := by
    rw [← Matrix.conjTranspose_eq_transpose_of_trivial]
    exact hA.eq
  have hs : x ⬝ᵥ A *ᵥ w = w ⬝ᵥ A *ᵥ x := by
    rw [Matrix.dotProduct_mulVec, ← Matrix.mulVec_transpose, hT, dotProduct_comm]
  simp only [energy, residual, Matrix.mulVec_add, dotProduct_add, add_dotProduct,
    dotProduct_sub]
  linear_combination (1 / 2) * hs - dotProduct_comm b w

/-- For positive definite `A` and nonzero mutually conjugate directions, the iterate `x_k` has the
lowest energy among all vectors that differ from `x₀` by a combination of the first `k` directions,
and it is itself such a vector. -/
theorem iterate_minimises_energy (hA : A.PosDef) (hp : ConjugateDirections A p m)
    (b x₀ : Fin n → ℝ) {k : ℕ} (hk : k ≤ m) :
    iterate A b p x₀ k - x₀ ∈ Submodule.span ℝ (p '' Set.Iio k) ∧
      ∀ y, y - x₀ ∈ Submodule.span ℝ (p '' Set.Iio k) →
        energy A b (iterate A b p x₀ k) ≤ energy A b y := by
  have hmem : iterate A b p x₀ k - x₀ ∈ Submodule.span ℝ (p '' Set.Iio k) := by
    clear hk
    induction k with
    | zero => simp [iterate]
    | succ k ih =>
      rw [iterate, add_sub_right_comm]
      exact Submodule.add_mem _
        (Submodule.span_mono (Set.image_mono (Set.Iio_subset_Iio k.le_succ)) ih)
        (Submodule.smul_mem _ _ (Submodule.subset_span ⟨k, k.lt_succ_self, rfl⟩))
  refine ⟨hmem, fun y hy => ?_⟩
  -- the displacement from `x_k` to `y` is orthogonal to the residual
  have hw : y - iterate A b p x₀ k ∈ Submodule.span ℝ (p '' Set.Iio k) := by
    have h := Submodule.sub_mem _ hy hmem
    rwa [sub_sub_sub_cancel_right] at h
  have horth := residual_orthogonal_span hA hp b x₀ hk hw
  have hpos := hA.posSemidef.dotProduct_mulVec_nonneg (y - iterate A b p x₀ k)
  rw [star_trivial] at hpos
  have he := energy_add hA.isHermitian b (iterate A b p x₀ k) (y - iterate A b p x₀ k)
  rw [add_sub_cancel, horth] at he
  linarith

/-- The matrix with rows `(2, 1)` and `(1, 2)` is positive definite, and `(1, 0)`, `(1, -2)`
are nonzero conjugate directions for it. -/
theorem conjugateDirections_witness :
    (!![2, 1; 1, 2] : Matrix (Fin 2) (Fin 2) ℝ).PosDef ∧
      ConjugateDirections (!![2, 1; 1, 2] : Matrix (Fin 2) (Fin 2) ℝ)
        (fun j => if j = 0 then ![1, 0] else ![1, -2]) 2 := by
  refine ⟨Matrix.posDef_iff_dotProduct_mulVec.mpr ⟨?_, ?_⟩, ?_, ?_⟩
  · apply Matrix.IsHermitian.ext
    intro i j
    fin_cases i <;> fin_cases j <;> simp
  · intro x hx
    have h : x 0 ≠ 0 ∨ x 1 ≠ 0 := by
      by_contra hc
      rw [not_or, not_not, not_not] at hc
      apply hx
      ext i
      fin_cases i
      exacts [hc.1, hc.2]
    -- the quadratic form is a sum of squares
    have e : star x ⬝ᵥ (!![2, 1; 1, 2] : Matrix (Fin 2) (Fin 2) ℝ) *ᵥ x =
        x 0 ^ 2 + x 1 ^ 2 + (x 0 + x 1) ^ 2 := by
      simp [Matrix.mulVec, dotProduct, Fin.sum_univ_succ]
      ring
    rw [e]
    rcases h with h | h <;> positivity
  · intro i hi h
    have h0 := congrFun h 0
    interval_cases i <;> simp at h0
  · intro i hi j hj hij
    obtain ⟨rfl, rfl⟩ | ⟨rfl, rfl⟩ : (i = 0 ∧ j = 1) ∨ (i = 1 ∧ j = 0) := by omega
    all_goals norm_num [Matrix.mulVec, dotProduct, Fin.sum_univ_succ]

end

end ConjugateDirectionMethod
```

```lean
#print axioms ConjugateDirectionMethod.solves_after_n_steps
#print axioms ConjugateDirectionMethod.not_solved_before
#print axioms ConjugateDirectionMethod.iterate_minimises_energy
```

```
'ConjugateDirectionMethod.solves_after_n_steps' depends on axioms: [propext, Classical.choice, Quot.sound]
'ConjugateDirectionMethod.not_solved_before' depends on axioms: [propext, Classical.choice, Quot.sound]
'ConjugateDirectionMethod.iterate_minimises_energy' depends on axioms: [propext, Classical.choice, Quot.sound]
```

## From one overlap to a vanishing residual

`curvature_pos` supplies the positive denominators. `overlap_succ` is the one-step overlap formula: `simp only` expands the definitions and `ring` collects the terms.

`residual_orthogonal` is the induction on k. Its case split `eq_or_ne i k` separates the newest direction from the older ones. In the first case `div_mul_cancel₀` cancels the denominator; in the second, the induction hypothesis and conjugacy remove both terms. `residual_orthogonal_span` extends the result to linear combinations.

`directions_independent` pairs a vanishing combination with `p i ᵥ* A`, the row-vector form of A p_i. `Finset.sum_eq_single i` then keeps only the term with coefficient g_i, and positive curvature forces that coefficient to be zero.

`not_solved_before` follows the unchanged overlap by induction. It doesn't assume positive definiteness, because each step length is multiplied by a conjugacy factor that is zero. `energy_add` proves the energy expansion, with the symmetry of A entering through `hs`. `iterate_minimises_energy` first shows that x_k − x_0 lies in the right span, then applies orthogonality and the nonnegative quadratic term.

Finally, `conjugateDirections_witness` gives a coupled example that satisfies the hypotheses: the matrix with rows (2, 1) and (1, 2), and the directions (1, 0) and (1, −2). Positivity follows by writing the quadratic form as x_0² + x_1² + (x_0 + x_1)², where x_0 and x_1 are here the two components of a vector.

## The dimension count that places the residual in the span

The last step by hand says that n independent vectors span an n-dimensional space. In Mathlib this is `span_eq_top_of_card_eq_finrank'`. It takes a linearly independent family whose number of members equals the dimension, and returns that its span is `⊤`, the whole space. Here the family is indexed by `Fin n`, and `simp` checks that the two numbers agree.

This means that the proof never has to expand the residual in the directions or compute a coefficient. Every vector belongs to `⊤`, so the residual belongs to the span; this is `hmem`. The orthogonality theorem can then be applied with the residual itself as the test vector, and `dotProduct_self_eq_zero` turns zero squared length into a zero vector. The argument also covers n = 0, where the family is empty and the space contains only the zero vector.

## The same step inside a conjugate gradient loop

A code usually stores the residual r along with x, so that one product with A serves both updates:

q = A p
α = ⟨p, r⟩ / ⟨p, q⟩
x ← x + α p
r ← r − α q

In exact arithmetic the stored r equals b − A x, provided that it starts that way. A standard conjugate gradient loop starts with p = r and, after each step, forms its next direction from the new residual and the old direction:

β = ⟨r_new, r_new⟩ / ⟨r_old, r_old⟩
p ← r_new + β p

In exact arithmetic, the directions formed in this way are nonzero and mutually A-conjugate as long as the residual is nonzero. This is a known property of the method that the Lean code does not prove. If the residual becomes zero before n steps, the system is solved and the loop stops, so no further direction is needed. In floating-point arithmetic conjugacy is gradually lost, and n steps need not give a residual at rounding level. Practical loops stop when the residual norm falls below a tolerance, often long before n steps on a large grid, and keep a separate limit on the number of iterations.
